# A truncated coupled-cluster equation with energies $\pm i$ for a real symmetric Hamiltonian

In coupled-cluster theory the wave function is $e^{T}|e_0\rangle$, the amplitudes in $T$ are fixed by projecting $e^{-T}He^{T}|e_0\rangle$ on excited determinants, and the energy is the projection on the reference $e_0$. When $T$ and the set of projections are truncated, this energy is not constructed as an expectation value of $H$, so one may ask whether it is always real and never below the ground-state energy. A three-level model with a simplified one-parameter $T$ shows that neither is guaranteed.

## The model

In Lean 4 with Mathlib:

```lean
import Mathlib

open Matrix
open scoped ComplexConjugate ComplexOrder

namespace CoupledClusterComplexEnergy

noncomputable section
```

These lines load the mathematics of Mathlib and make `conj`, complex conjugation, available.

```lean
/-- The three-level Hamiltonian with coupling `1` between `e0` and `e1` and real
coupling `b` between `e1` and `e2`. -/
def hamiltonian (b : ℝ) : Matrix (Fin 3) (Fin 3) ℂ :=
  !![0, 1, 0; 1, 0, (b : ℂ); 0, (b : ℂ), 0]
```

`Fin 3` labels the basis $e_0,e_1,e_2$ of $\mathbb{C}^3$, and `!![...]` lists rows:
$$H(b)=\begin{pmatrix}0&1&0\\1&0&b\\0&b&0\end{pmatrix},\qquad b\in\mathbb{R}.$$

```lean
/-- The cluster operator `T = t (E₁₀ + E₂₁)` with a single amplitude `t`. -/
def cluster (t : ℂ) : Matrix (Fin 3) (Fin 3) ℂ :=
  t • (Matrix.single 1 0 1 + Matrix.single 2 1 1)
```

`Matrix.single 1 0 1` is $E_{10}=|e_1\rangle\langle e_0|$, so $T=t(E_{10}+E_{21})$ with $t$ complex. One amplitude drives both steps of the ladder; no fermionic operators are modelled.

```lean
/-- The similarity-transformed Hamiltonian `exp(-T) H exp(T)`. -/
def hbar (b : ℝ) (t : ℂ) : Matrix (Fin 3) (Fin 3) ℂ :=
  NormedSpace.exp (-cluster t) * hamiltonian b * NormedSpace.exp (cluster t)
```

This is $\bar H=e^{-T}He^{T}$, where `NormedSpace.exp` is the matrix exponential given by its power series.

```lean
/-- The coupled-cluster energy `⟨e0| exp(-T) H exp(T) |e0⟩`. -/
def energy (b : ℝ) (t : ℂ) : ℂ := hbar b t 0 0
```

The entry `hbar b t 0 0` is $E=\langle e_0|\bar H|e_0\rangle$.

```lean
/-- The residual `⟨e1| exp(-T) H exp(T) |e0⟩` of the truncated amplitude equation. -/
def residual (b : ℝ) (t : ℂ) : ℂ := hbar b t 1 0
```

Row 1, column 0 gives $R=\langle e_1|\bar H|e_0\rangle$. The amplitude equation is $R=0$. $T$ has no independent amplitude for $e_2$, and the projection on $e_2$ is not imposed: this is the truncation.

```lean
/-- The quadratic form `⟨x|H|x⟩`. -/
def expectation (b : ℝ) (x : Fin 3 → ℂ) : ℂ := star x ⬝ᵥ hamiltonian b *ᵥ x
```

`star x` conjugates the components, `*ᵥ` applies the matrix and `⬝ᵥ` sums products, so this is $\langle x|H|x\rangle$ with $x$ unnormalised.

## Energy and residual

```lean
/-- If `A³ = 0`, the exponential series terminates: `exp A = 1 + A + A²/2`. -/
theorem exp_of_cube_eq_zero {n : Type} [Fintype n] [DecidableEq n]
    (A : Matrix n n ℂ) (h : A ^ 3 = 0) :
    NormedSpace.exp A = 1 + A + (2 : ℂ)⁻¹ • (A * A) := by
  have hs : NormedSpace.exp A = ∑' k : ℕ, ((k.factorial : ℂ)⁻¹) • A ^ k :=
    congrFun (NormedSpace.exp_eq_tsum ℂ) A
  -- all terms of order three and higher vanish
  have hz : ∀ k ∉ Finset.range 3, ((k.factorial : ℂ)⁻¹) • A ^ k = 0 := by
    intro k hk
    have h3 : 3 ≤ k := by simpa using hk
    obtain ⟨m, rfl⟩ := Nat.exists_eq_add_of_le h3
    rw [pow_add, h, zero_mul, smul_zero]
  rw [hs, tsum_eq_sum hz]
  simp [Finset.sum_range_succ, pow_two]
```

If $A^3=0$ then $e^A=1+A+A^2/2$, for a square complex matrix of any finite size. Step `hs` writes the series $\sum_k A^k/k!$, `hz` uses $A^{3+m}=A^3A^m=0$, and three terms remain.

```lean
/-- The wave operator `exp(T)` as an explicit lower-triangular matrix. -/
theorem exp_cluster (t : ℂ) :
    NormedSpace.exp (cluster t) = !![1, 0, 0; t, 1, 0; t ^ 2 / 2, t, 1] := by
  have hT : cluster t = !![0, 0, 0; t, 0, 0; 0, t, 0] := by
    ext i j
    fin_cases i <;> fin_cases j <;> simp [cluster, Matrix.single]
  -- T² = t² E₂₀ and T³ = 0
  have h2 : cluster t * cluster t = !![0, 0, 0; 0, 0, 0; t * t, 0, 0] := by
    rw [hT]
    ext i j
    fin_cases i <;> fin_cases j <;> simp [Matrix.mul_apply, Fin.sum_univ_three]
  have h3 : cluster t ^ 3 = 0 := by
    rw [pow_three, h2, hT]
    ext i j
    fin_cases i <;> fin_cases j <;> simp [Matrix.mul_apply, Fin.sum_univ_three]
  rw [exp_of_cube_eq_zero _ h3, h2, hT]
  ext i j
  fin_cases i <;> fin_cases j <;> simp <;> ring
```

By hand $T^2=t^2E_{20}$ and $T^3=0$, which are `h2` and `h3`; `fin_cases` checks the nine entries in turn. The first column is $e^{T}e_0=(1,\,t,\,t^2/2)$.

```lean
/-- The coupled-cluster energy equals the amplitude: `E = t`. -/
theorem energy_eq (b : ℝ) (t : ℂ) : energy b t = t := by
  have hneg : -cluster t = cluster (-t) := by rw [cluster, cluster, neg_smul]
  unfold energy hbar
  rw [hneg, exp_cluster (-t), exp_cluster t]
  simp [hamiltonian, Matrix.mul_apply, Fin.sum_univ_three] <;> ring
```

Applying $H$ gives $He^{T}e_0=(t,\;1+bt^2/2,\;bt)$. Since $-T(t)=T(-t)$, step `hneg`, the matrix $e^{-T}$ follows from $t\to-t$. Its row 0 is $(1,0,0)$, so $E=t$ for every $b$ and $t$.

```lean
/-- The amplitude residual is the quadratic `1 + (b/2 - 1) t²`. -/
theorem residual_eq (b : ℝ) (t : ℂ) :
    residual b t = 1 + ((b : ℂ) / 2 - 1) * t ^ 2 := by
  have hneg : -cluster t = cluster (-t) := by rw [cluster, cluster, neg_smul]
  unfold residual hbar
  rw [hneg, exp_cluster (-t), exp_cluster t]
  simp [hamiltonian, Matrix.mul_apply, Fin.sum_univ_three] <;> ring
```

Row 1 of $e^{-T}$ is $(-t,1,0)$, so
$$R=-t\cdot t+1+\tfrac{b}{2}t^2=1+\left(\tfrac b2-1\right)t^2 .$$

## Expectation values are real

```lean
/-- The Hamiltonian is Hermitian for every real coupling `b`. -/
theorem hamiltonian_isHermitian (b : ℝ) : (hamiltonian b).IsHermitian := by
  show (hamiltonian b)ᴴ = hamiltonian b
  ext i j
  fin_cases i <;> fin_cases j <;> simp [hamiltonian, Matrix.conjTranspose_apply]
```

$H^\dagger=H$, entry by entry.

```lean
/-- The quadratic form `⟨x|H|x⟩` written out in the components of `x`. -/
theorem expectation_eq (b : ℝ) (x : Fin 3 → ℂ) :
    expectation b x = conj (x 0) * x 1 + conj (x 1) * (x 0 + (b : ℂ) * x 2)
      + conj (x 2) * ((b : ℂ) * x 1) := by
  simp only [expectation, dotProduct, Matrix.mulVec, Fin.sum_univ_three, Pi.star_apply]
  simp [hamiltonian] <;> ring
```

$\langle x|H|x\rangle=\bar x_0x_1+\bar x_1(x_0+bx_2)+b\,\bar x_2x_1$.

```lean
/-- The quadratic form `⟨x|H|x⟩` is real for every state `x`. -/
theorem expectation_im (b : ℝ) (x : Fin 3 → ℂ) : (expectation b x).im = 0 := by
  rw [expectation_eq]
  simp only [Complex.add_im, Complex.add_re, Complex.mul_im, Complex.mul_re,
    Complex.conj_re, Complex.conj_im, Complex.ofReal_re, Complex.ofReal_im]
  ring
```

The terms pair into $2\,\mathrm{Re}(\bar x_0x_1)+2b\,\mathrm{Re}(\bar x_1x_2)$, so the imaginary part vanishes. The proof expands the component formula directly and does not cite `hamiltonian_isHermitian`.

## The threshold at $b=2$

```lean
/-- The truncated amplitude equation has a real solution exactly when `b < 2`. -/
theorem real_solution_iff (b : ℝ) : (∃ t : ℝ, residual b t = 0) ↔ b < 2 := by
  have key : ∀ t : ℝ, residual b t = 0 ↔ 1 + (b / 2 - 1) * t ^ 2 = 0 := by
    intro t
    have hcast : (1 + ((b : ℂ) / 2 - 1) * (t : ℂ) ^ 2)
        = ((1 + (b / 2 - 1) * t ^ 2 : ℝ) : ℂ) := by
      push_cast
      ring
    rw [residual_eq, hcast, Complex.ofReal_eq_zero]
  constructor
  · rintro ⟨t, ht⟩
    rw [key] at ht
    by_contra hb
    have hc : 0 ≤ b / 2 - 1 := by linarith [not_lt.mp hb]
    linarith [mul_nonneg hc (sq_nonneg t)]
  · intro hb
    -- the root t = (1 - b/2)^(-1/2)
    have hc : 0 < 1 - b / 2 := by linarith
    refine ⟨Real.sqrt ((1 - b / 2)⁻¹), (key _).mpr ?_⟩
    rw [Real.sq_sqrt (inv_pos.mpr hc).le]
    have hinv : (1 - b / 2) * (1 - b / 2)⁻¹ = 1 := mul_inv_cancel₀ hc.ne'
    linear_combination (-1) * hinv
```

A real $t$ with $R=0$ exists if and only if $b<2$. Step `key` turns the complex equation into a real one. For $b\ge2$ the term $(b/2-1)t^2$ is non-negative, so $R\ge1$. For $b<2$ the proof supplies $t=\sqrt{(1-b/2)^{-1}}$, for which $(b/2-1)t^2=-1$.

```lean
/-- For `b > 2` every solution of the truncated amplitude equation has an energy with
zero real part and non-zero imaginary part. -/
theorem energy_imaginary {b : ℝ} (hb : 2 < b) {t : ℂ} (h : residual b t = 0) :
    (energy b t).re = 0 ∧ (energy b t).im ≠ 0 := by
  have hc : 0 < b / 2 - 1 := by linarith
  have hcast : ((b : ℂ) / 2 - 1) = ((b / 2 - 1 : ℝ) : ℂ) := by
    push_cast
    ring
  rw [residual_eq, hcast, pow_two] at h
  rw [energy_eq]
  -- real and imaginary parts of the amplitude equation
  have hre := congrArg Complex.re h
  have him := congrArg Complex.im h
  simp only [Complex.add_re, Complex.add_im, Complex.mul_re, Complex.mul_im,
    Complex.one_re, Complex.one_im, Complex.ofReal_re, Complex.ofReal_im,
    Complex.zero_re, Complex.zero_im] at hre him
  have hy : t.im ≠ 0 := by
    intro hy
    rw [hy] at hre
    nlinarith [mul_nonneg hc.le (mul_self_nonneg t.re)]
  have hprod : ((b / 2 - 1) * 2 * t.im) * t.re = 0 := by linear_combination him
  exact ⟨(mul_eq_zero.mp hprod).resolve_left
    (mul_ne_zero (mul_ne_zero hc.ne' two_ne_zero) hy), hy⟩
```

For $b>2$, any solution has $\mathrm{Re}\,E=0$ and $\mathrm{Im}\,E\neq0$. Put $c=b/2-1>0$ and $t=u+iv$. The equation splits into $1+c(u^2-v^2)=0$ and $2cuv=0$, which are `hre` and `him`. If $v=0$ the first reads $1+cu^2=0$, which is impossible (`hy`). Then the second forces $u=0$, and $E=t=iv$. The theorem takes the solution as a hypothesis `h`; by hand, $t=\pm i/\sqrt{c}$ are solutions for every $b>2$.

```lean
/-- For `b > 2` and a solution of the truncated amplitude equation with energy `E`,
no non-zero state `x` satisfies `⟨x|H|x⟩ = E ⟨x|x⟩`. -/
theorem energy_not_rayleigh {b : ℝ} (hb : 2 < b) {t : ℂ} (h : residual b t = 0)
    {x : Fin 3 → ℂ} (hx : x ≠ 0) :
    expectation b x ≠ energy b t * (star x ⬝ᵥ x) := by
  intro hE
  have hN : star x ⬝ᵥ x = conj (x 0) * x 0 + conj (x 1) * x 1 + conj (x 2) * x 2 := by
    simp only [dotProduct, Fin.sum_univ_three] <;> rfl
  have hNim : (star x ⬝ᵥ x).im = 0 := by
    rw [hN]
    simp only [Complex.add_im, Complex.mul_im, Complex.conj_re, Complex.conj_im]
    ring
  -- the imaginary part forces ⟨x|x⟩ = 0
  have him := congrArg Complex.im hE
  rw [expectation_im, Complex.mul_im, hNim] at him
  have hprod : (energy b t).im * (star x ⬝ᵥ x).re = 0 := by linarith
  have hNre : (star x ⬝ᵥ x).re = 0 :=
    (mul_eq_zero.mp hprod).resolve_left (energy_imaginary hb h).2
  have hzero : star x ⬝ᵥ x = 0 :=
    Complex.ext (hNre.trans Complex.zero_re.symm) (hNim.trans Complex.zero_im.symm)
  exact hx (dotProduct_star_self_eq_zero.mp hzero)
```

Under the same hypotheses no $x\neq0$ satisfies $\langle x|H|x\rangle=E\langle x|x\rangle$, so $E$ is not a Rayleigh quotient of $H$. Both brackets are real, so the imaginary part of the supposed equality is $0=\mathrm{Im}E\,\langle x|x\rangle$ (`hprod`). Hence $\langle x|x\rangle=0$ and $x=0$. The condition $x\ne0$ is needed, since $x=0$ gives $0=0$. The bound on $b$ cannot simply be dropped: at $b=0$, $t=1$ solves the equation and $E=1$ is the Rayleigh quotient of $x=(1,1,0)$.

## The counter-example

```lean
/-- For `H = [[0,1,0],[1,0,4],[0,4,0]]` the residual is `1 + t²`; no real amplitude
solves the equation, its solutions are `t = ±i`, and their energies are `±i`. -/
theorem complex_energy_counterexample :
    (∀ t : ℂ, residual 4 t = 1 + t ^ 2) ∧
    (∀ t : ℝ, residual 4 t ≠ 0) ∧
    (∀ t : ℂ, residual 4 t = 0 ↔ t = Complex.I ∨ t = -Complex.I) ∧
    energy 4 Complex.I = Complex.I ∧ energy 4 (-Complex.I) = -Complex.I := by
  have h1 : ∀ t : ℂ, residual 4 t = 1 + t ^ 2 := by
    intro t
    rw [residual_eq]
    push_cast
    ring
  refine ⟨h1, ?_, ?_, energy_eq _ _, energy_eq _ _⟩
  · intro t ht
    have hlt := (real_solution_iff 4).mp ⟨t, ht⟩
    linarith
  · intro t
    have hf : 1 + t ^ 2 = (t - Complex.I) * (t + Complex.I) := by
      linear_combination Complex.I_sq
    rw [h1, hf, mul_eq_zero, sub_eq_zero, add_eq_zero_iff_eq_neg]
```

The statement joins five claims for $b=4$ by `∧`: $R=1+t^2$ for all complex $t$; no real $t$ solves $R=0$; the complex solutions are exactly $t=i$ and $t=-i$; the energy at $i$ is $i$; the energy at $-i$ is $-i$. The first is `residual_eq` with $4/2-1=1$. The second follows from `real_solution_iff`, since $4<2$ is false. The third uses $1+t^2=(t-i)(t+i)$, step `hf`, and the energies are `energy_eq`. For $b=4$, as for every $b\ge2$ by `real_solution_iff`, an iteration restricted to real amplitudes has no solution of the amplitude equation to converge to.

## A real energy below the variational bound

```lean
/-- For `b = 15/8` the amplitude `t = -4` solves the truncated equation with energy `-4`,
while `⟨x|H|x⟩ ≥ -(17/8) ⟨x|x⟩` for every state `x`. -/
theorem energy_below_variational_bound :
    residual (15 / 8) (-4) = 0 ∧ energy (15 / 8) (-4) = -4 ∧
    ∀ x : Fin 3 → ℂ, -(17 / 8) * (star x ⬝ᵥ x).re ≤ (expectation (15 / 8) x).re := by
  refine ⟨?_, energy_eq _ _, ?_⟩
  · rw [residual_eq]
    push_cast
    norm_num
  · intro x
    have hN : star x ⬝ᵥ x = conj (x 0) * x 0 + conj (x 1) * x 1 + conj (x 2) * x 2 := by
      simp only [dotProduct, Fin.sum_univ_three] <;> rfl
    rw [hN, expectation_eq]
    simp only [Complex.add_im, Complex.add_re, Complex.mul_im, Complex.mul_re,
      Complex.conj_re, Complex.conj_im, Complex.ofReal_re, Complex.ofReal_im]
    -- ⟨x|H + 17/8|x⟩ is a sum of four squares
    nlinarith [sq_nonneg (17 * (x 0).re + 8 * (x 1).re),
      sq_nonneg (17 * (x 2).re + 15 * (x 1).re),
      sq_nonneg (17 * (x 0).im + 8 * (x 1).im),
      sq_nonneg (17 * (x 2).im + 15 * (x 1).im)]

end

end CoupledClusterComplexEnergy
```

For $b=15/8$ and $t=-4$, $R=1-\tfrac1{16}\cdot16=0$ and $E=-4$, while $\langle x|H|x\rangle\ge-\tfrac{17}{8}\langle x|x\rangle$ for every $x$; the `.re` lets the two real brackets be compared. Write $x=u+iv$ with real vectors $u,v$. The form $\langle x|H+\tfrac{17}{8}|x\rangle$ is the sum of one real form in $u$ and the same form in $v$, and
$$\tfrac{17}{8}(u_0^2+u_1^2+u_2^2)+2u_0u_1+\tfrac{15}{4}u_1u_2=\tfrac1{136}\left[(17u_0+8u_1)^2+(17u_2+15u_1)^2\right].$$
These are the four squares handed to `nlinarith`. Since $-4<-17/8$, the energy of this real solution of the truncated equation lies below every Rayleigh quotient of $H$. That $-17/8$ is itself the lowest eigenvalue, $-\sqrt{1+b^2}$, is true by hand, but the theorem gives only the lower bound.

```lean
#print axioms CoupledClusterComplexEnergy.energy_imaginary
#print axioms CoupledClusterComplexEnergy.energy_not_rayleigh
#print axioms CoupledClusterComplexEnergy.complex_energy_counterexample
#print axioms CoupledClusterComplexEnergy.energy_below_variational_bound
```

```
'CoupledClusterComplexEnergy.energy_imaginary' depends on axioms: [propext, Classical.choice, Quot.sound]
'CoupledClusterComplexEnergy.energy_not_rayleigh' depends on axioms: [propext, Classical.choice, Quot.sound]
'CoupledClusterComplexEnergy.complex_energy_counterexample' depends on axioms: [propext, Classical.choice, Quot.sound]
'CoupledClusterComplexEnergy.energy_below_variational_bound' depends on axioms: [propext, Classical.choice, Quot.sound]
```
